# An exponential second-moment potential with shorter-ranged repulsion has a single minimum, which moves outwards as coordination grows

The atoms of a dimer, a long chain and a close-packed crystal have one, two and twelve nearest neighbours, which raises the question of how the equilibrium bond length and the binding energy per atom depend on this number. The Lean file below answers it for a model in which every atom has $z$ neighbours at one common distance, the repulsion is pairwise, the band energy grows as $\sqrt z$, and both terms decay exponentially with distance, the repulsion faster than the band term.

```lean
import Mathlib

open Real

namespace SecondMomentPotential

noncomputable section

/-- Energy per atom with `z` neighbours at distance `r`: pair repulsion minus a band term
proportional to the square root of the coordination. -/
def energy (A B p q z r : ℝ) : ℝ :=
  z * A * exp (-p * r) - √z * B * exp (-q * r)

/-- The equilibrium neighbour distance `ln (p A √z / (q B)) / (p - q)`. -/
def eqDistance (A B p q z : ℝ) : ℝ :=
  log (p * A * √z / (q * B)) / (p - q)

/-- The prefactor of the equilibrium energy, which does not involve the coordination. -/
def cohesion (A B p q : ℝ) : ℝ :=
  (1 - q / p) * B * (p * A / (q * B)) ^ (-(q / (p - q)))

variable {A B p q z : ℝ}

/-- At the equilibrium distance the repulsive and the attractive force are equal in size. -/
theorem force_balance (hA : 0 < A) (hB : 0 < B) (hz : 0 < z) (hq : 0 < q) (hpq : q < p) :
    p * (z * A * exp (-p * eqDistance A B p q z)) =
      q * (√z * B * exp (-q * eqDistance A B p q z)) := by
  have hp : 0 < p := hq.trans hpq
  have hne : p - q ≠ 0 := (sub_pos.mpr hpq).ne'
  have h1 : exp ((p - q) * eqDistance A B p q z) = p * A * √z / (q * B) := by
    have h : (p - q) * eqDistance A B p q z = log (p * A * √z / (q * B)) := by
      unfold eqDistance
      field_simp
    rw [h, Real.exp_log (by positivity)]
  have h3 : q * B * exp ((p - q) * eqDistance A B p q z) = p * A * √z := by
    rw [h1]
    field_simp
  have h2 : exp (-q * eqDistance A B p q z) =
      exp ((p - q) * eqDistance A B p q z) * exp (-p * eqDistance A B p q z) := by
    rw [← Real.exp_add]
    congr 1
    ring
  have hs : √z * √z = z := Real.mul_self_sqrt hz.le
  rw [h2]
  linear_combination (-(√z * exp (-p * eqDistance A B p q z))) * h3
    - p * A * exp (-p * eqDistance A B p q z) * hs

/-- Measured in units of its equilibrium value, the energy is a function of the displacement
from equilibrium and the two decay rates only. -/
theorem universal_curve (hA : 0 < A) (hB : 0 < B) (hz : 0 < z) (hq : 0 < q) (hpq : q < p)
    (r : ℝ) :
    energy A B p q z r = energy A B p q z (eqDistance A B p q z) *
      ((p * exp (-q * (r - eqDistance A B p q z))
        - q * exp (-p * (r - eqDistance A B p q z))) / (p - q)) := by
  have hne : p - q ≠ 0 := (sub_pos.mpr hpq).ne'
  have h := force_balance hA hB hz hq hpq
  -- split each exponential into its equilibrium value and a displacement factor
  have hs (k : ℝ) : exp (-k * r) = exp (-k * eqDistance A B p q z) *
      exp (-k * (r - eqDistance A B p q z)) := by
    rw [← Real.exp_add]
    congr 1
    ring
  rw [← mul_div_assoc, eq_div_iff hne]
  unfold energy
  rw [hs p, hs q]
  linear_combination (exp (-p * (r - eqDistance A B p q z))
    - exp (-q * (r - eqDistance A B p q z))) * h

/-- At every nonzero displacement the unnormalised binding curve lies strictly below its value at
zero displacement. -/
theorem curve_lt (hq : 0 < q) (hpq : q < p) {x : ℝ} (hx : x ≠ 0) :
    p * exp (-q * x) - q * exp (-p * x) < p - q := by
  have hd : 0 < p - q := sub_pos.mpr hpq
  -- the exponential lies strictly above its tangent at zero
  have h1 := Real.add_one_lt_exp (mul_ne_zero (neg_ne_zero.mpr hd.ne') hx)
  have h2 := Real.add_one_lt_exp (mul_ne_zero hq.ne' hx)
  have key : p < q * exp (-(p - q) * x) + (p - q) * exp (q * x) := by
    have h3 := mul_lt_mul_of_pos_left h1 hq
    have h4 := mul_lt_mul_of_pos_left h2 hd
    nlinarith
  have h5 : exp (-(p - q) * x) * exp (-q * x) = exp (-p * x) := by
    rw [← Real.exp_add]
    congr 1
    ring
  have h6 : exp (q * x) * exp (-q * x) = 1 := by
    rw [← Real.exp_add, ← Real.exp_zero]
    congr 1
    ring
  have h7 := mul_lt_mul_of_pos_right key (Real.exp_pos (-q * x))
  have h8 : (q * exp (-(p - q) * x) + (p - q) * exp (q * x)) * exp (-q * x) =
      q * exp (-p * x) + (p - q) := by
    linear_combination q * h5 + (p - q) * h6
  linarith

/-- The prefactor of the equilibrium energy is positive. -/
theorem cohesion_pos (hA : 0 < A) (hB : 0 < B) (hq : 0 < q) (hpq : q < p) :
    0 < cohesion A B p q := by
  have hp : 0 < p := hq.trans hpq
  have h : 0 < 1 - q / p := sub_pos.mpr ((div_lt_one hp).mpr hpq)
  unfold cohesion
  positivity

/-- The equilibrium energy is minus the constant `cohesion` times a power of the coordination. -/
theorem energy_eqDistance (hA : 0 < A) (hB : 0 < B) (hz : 0 < z) (hq : 0 < q) (hpq : q < p) :
    energy A B p q z (eqDistance A B p q z) =
      -(cohesion A B p q * z ^ ((p - 2 * q) / (2 * (p - q)))) := by
  have hp : 0 < p := hq.trans hpq
  have hne : p - q ≠ 0 := (sub_pos.mpr hpq).ne'
  have ha : z * A * exp (-p * eqDistance A B p q z) =
      q / p * (√z * B * exp (-q * eqDistance A B p q z)) := by
    rw [div_mul_eq_mul_div, eq_div_iff hp.ne']
    linear_combination force_balance hA hB hz hq hpq
  have he : exp (-q * eqDistance A B p q z) =
      (p * A / (q * B)) ^ (-(q / (p - q))) * √z ^ (-(q / (p - q))) := by
    rw [← Real.mul_rpow (by positivity) (by positivity), div_mul_eq_mul_div,
      Real.rpow_def_of_pos (by positivity)]
    unfold eqDistance
    congr 1
    ring
  -- collect the powers of the coordination
  have hS : √z * √z ^ (-(q / (p - q))) = z ^ ((p - 2 * q) / (2 * (p - q))) := by
    rw [Real.sqrt_eq_rpow, ← Real.rpow_mul hz.le, ← Real.rpow_add hz]
    congr 1
    field_simp
    ring
  unfold energy cohesion
  linear_combination ha - (1 - q / p) * B * √z * he
    - (1 - q / p) * B * (p * A / (q * B)) ^ (-(q / (p - q))) * hS

/-- The equilibrium distance increases strictly with the coordination. -/
theorem eqDistance_strictMonoOn (hA : 0 < A) (hB : 0 < B) (hq : 0 < q) (hpq : q < p) :
    StrictMonoOn (eqDistance A B p q) (Set.Ioi 0) := by
  intro z₁ h₁ z₂ _ h
  have hz₁ : 0 < z₁ := h₁
  have hp : 0 < p := hq.trans hpq
  unfold eqDistance
  apply div_lt_div_of_pos_right _ (sub_pos.mpr hpq)
  apply Real.log_lt_log (by positivity)
  apply div_lt_div_of_pos_right _ (by positivity)
  exact mul_lt_mul_of_pos_left (Real.sqrt_lt_sqrt hz₁.le h) (by positivity)

/-- For every positive coordination the energy has its strict global minimum at the equilibrium
distance, with a value that is a negative constant times a power of the coordination; the
equilibrium distance increases strictly with the coordination. -/
theorem second_moment_equilibrium (hA : 0 < A) (hB : 0 < B) (hq : 0 < q) (hpq : q < p) :
    (∀ z, 0 < z →
      (∀ r, r ≠ eqDistance A B p q z →
        energy A B p q z (eqDistance A B p q z) < energy A B p q z r) ∧
      energy A B p q z (eqDistance A B p q z) =
        -(cohesion A B p q * z ^ ((p - 2 * q) / (2 * (p - q))))) ∧
    0 < cohesion A B p q ∧ StrictMonoOn (eqDistance A B p q) (Set.Ioi 0) := by
  have hC := cohesion_pos hA hB hq hpq
  refine ⟨fun z hz => ⟨fun r hr => ?_, energy_eqDistance hA hB hz hq hpq⟩, hC,
    eqDistance_strictMonoOn hA hB hq hpq⟩
  have hneg : energy A B p q z (eqDistance A B p q z) < 0 := by
    rw [energy_eqDistance hA hB hz hq hpq]
    exact neg_lt_zero.mpr (mul_pos hC (Real.rpow_pos_of_pos hz _))
  have hlt := (div_lt_one (sub_pos.mpr hpq)).mpr (curve_lt hq hpq (sub_ne_zero.mpr hr))
  rw [universal_curve hA hB hz hq hpq r]
  nlinarith [mul_pos (neg_pos.mpr hneg) (sub_pos.mpr hlt)]

/-- The equilibrium distance is positive exactly when `q B < p A √z`. -/
theorem eqDistance_pos_iff (hA : 0 < A) (hB : 0 < B) (hz : 0 < z) (hq : 0 < q) (hpq : q < p) :
    0 < eqDistance A B p q z ↔ q * B < p * A * √z := by
  have hp : 0 < p := hq.trans hpq
  unfold eqDistance
  rw [div_pos_iff_of_pos_right (sub_pos.mpr hpq), Real.log_pos_iff (by positivity),
    one_lt_div (by positivity)]

/-- Raising the coordination lowers the equilibrium energy exactly when the repulsion decays
more than twice as fast as the band term. -/
theorem higher_coordination_favoured_iff (hA : 0 < A) (hB : 0 < B) (hq : 0 < q) (hpq : q < p)
    {z₁ z₂ : ℝ} (h₁ : 0 < z₁) (h : z₁ < z₂) :
    energy A B p q z₂ (eqDistance A B p q z₂) < energy A B p q z₁ (eqDistance A B p q z₁) ↔
      2 * q < p := by
  have hC := cohesion_pos hA hB hq hpq
  have hd : 0 < 2 * (p - q) := by linarith
  rw [energy_eqDistance hA hB h₁ hq hpq, energy_eqDistance hA hB (h₁.trans h) hq hpq]
  constructor
  · intro hlt
    by_contra hcon
    have he : (p - 2 * q) / (2 * (p - q)) ≤ 0 :=
      div_nonpos_of_nonpos_of_nonneg (by linarith) hd.le
    have hle := Real.rpow_le_rpow_of_nonpos h₁ h.le he
    have hm := mul_le_mul_of_nonneg_left hle hC.le
    linarith
  · intro hp2
    have he : 0 < (p - 2 * q) / (2 * (p - q)) := div_pos (by linarith) hd
    have hm := mul_lt_mul_of_pos_left (Real.rpow_lt_rpow h₁.le h he) hC
    linarith

end

end SecondMomentPotential
```

```lean
#print axioms SecondMomentPotential.second_moment_equilibrium
#print axioms SecondMomentPotential.eqDistance_pos_iff
#print axioms SecondMomentPotential.higher_coordination_favoured_iff
```

```
'SecondMomentPotential.second_moment_equilibrium' depends on axioms: [propext, Classical.choice, Quot.sound]
'SecondMomentPotential.eqDistance_pos_iff' depends on axioms: [propext, Classical.choice, Quot.sound]
'SecondMomentPotential.higher_coordination_favoured_iff' depends on axioms: [propext, Classical.choice, Quot.sound]
```

## Bond length and energy as functions of coordination

The energy per atom, with $z$ neighbours at distance $r$, is

$$E(r) = zA\,e^{-pr} - \sqrt z\,B\,e^{-qr}, \qquad A, B, z > 0,\quad p > q > 0 .$$

In the file this is `energy A B p q z r`. The candidate for the equilibrium distance is `eqDistance A B p q z`, written here as

$$r_0 = \frac{1}{p-q}\,\ln\frac{pA\sqrt z}{qB},$$

and `cohesion A B p q` is the constant

$$C = \Bigl(1-\frac qp\Bigr) B \Bigl(\frac{pA}{qB}\Bigr)^{-q/(p-q)} .$$

The theorem `second_moment_equilibrium` makes four statements for fixed $A$, $B$, $p$ and $q$:

- For every $z>0$ and every real $r \ne r_0$, $E(r_0) < E(r)$. The minimum is therefore global and has only one location.
- For every $z>0$, $E(r_0) = -C\,z^{(p-2q)/(2(p-q))}$.
- The constant $C$ is positive. It does not contain $z$, and it equals $-E(r_0)$ at $z=1$.
- The distance $r_0$ increases strictly with $z$. This is `StrictMonoOn (eqDistance A B p q) (Set.Ioi 0)`, where `Set.Ioi 0` is the set of positive reals.

Two further theorems say when the equilibrium distance is positive and which way the energy moves with coordination. By `eqDistance_pos_iff`, $r_0$ is positive exactly when $qB < pA\sqrt z$. By `higher_coordination_favoured_iff`, for any $0 < z_1 < z_2$ the equilibrium energy at $z_2$ is lower than that at $z_1$ exactly when $p > 2q$.

## The band energy behind the square root

The attractive term stands for the energy of a partly filled d band. Let $h(r)^2$ be the sum of the squared hoppings from one d orbital to the five d orbitals of a neighbour, averaged over the five starting orbitals. The second moment of the local density of states about its centre is then $z h^2$. A rectangular band of width $W$ has second moment $W^2/12$, so $W = \sqrt{12 z}\,h$. With $N$ electrons in the ten d states of an atom, filling the rectangle from the bottom gives the band energy $-W N(10-N)/20$. If $h = h_0 e^{-qr}$ with $h_0>0$, this is the second term of $E$, with

$$B = \frac{\sqrt{12}\,N(10-N)}{20}\,h_0 ,$$

which is positive for $0<N<10$. The file starts from the resulting formula and takes $B>0$ as a hypothesis.

The repulsive term is a sum over pairs, so it is linear in $z$. Since a pair energy is shared between two atoms, $A$ is half the prefactor of the pair repulsion. The condition $p>q$ says that the repulsion has the shorter range. The constants $p$ and $q$ are inverse lengths, and the zero of energy is that of widely separated atoms.

All atoms of the model are equivalent, so the distance that minimises the energy per atom also minimises the total energy. Each atom has one shell of neighbours and a filling that does not change with coordination. The variable $z$ is a positive real number, which includes every whole number of neighbours from one upwards. The distance $r$ runs over all reals, and this is why the condition for $r_0>0$ matters: if it fails, the minimum lies at zero or negative distance and the model gives no bond length.

Potentials with this square-root dependence are used in atomistic simulations of transition metals; for a single shell with purely exponential terms, the theorems give the trend of bond length and energy with coordination in closed form.

## Force balance at the equilibrium distance

Setting the derivative of $E$ to zero gives $p\,zA\,e^{-pr} = q\sqrt z\,B\,e^{-qr}$. Dividing by $\sqrt z\,qB\,e^{-pr}$ turns this into

$$e^{(p-q)r} = \frac{pA\sqrt z}{qB},$$

whose only solution is $r_0$. Write $R = zA e^{-pr_0}$ and $T = \sqrt z\,B e^{-qr_0}$ for the sizes of the two terms at $r_0$. The balance then reads $pR = qT$.

The theorem `force_balance` proves this equality without taking a derivative. It obtains $qB\,e^{(p-q)r_0} = pA\sqrt z$ from the definition of $r_0$ (`h3`), splits $e^{-qr_0}$ into $e^{(p-q)r_0}e^{-pr_0}$ (`h2`), and uses $\sqrt z\sqrt z = z$ (`hs`). The closing `linear_combination` adds up these relations with suitable factors.

## One binding curve for all coordinations

Let $x = r - r_0$. Then $E(r) = R e^{-px} - T e^{-qx}$, and at equilibrium

$$E(r_0) = R - T = -\frac{p-q}{p}\,T .$$

Hence $T = -pE(r_0)/(p-q)$ and, by force balance, $R = -qE(r_0)/(p-q)$. Inserting both gives

$$E(r) = E(r_0)\,f(x), \qquad f(x) = \frac{p\,e^{-qx} - q\,e^{-px}}{p-q} .$$

This is `universal_curve`. The shape $f$ does not involve $A$, $B$ or $z$, but it does involve $p$ and $q$, so two materials share a curve only if they share these decay rates. In Lean, the equation is multiplied by $p-q$. The difference of its two sides is then $(e^{-px}-e^{-qx})(pR-qT)$, which vanishes by force balance; the last `linear_combination` carries exactly this factor.

It remains to show that $f(x)<1$ for $x\neq0$. The exponential lies strictly above its tangent at zero, so

$$e^{-(p-q)x} > 1-(p-q)x, \qquad e^{qx} > 1+qx .$$

Multiply the first inequality by $q$, the second by $p-q$, and add. The terms linear in $x$ cancel:

$$q\,e^{-(p-q)x} + (p-q)\,e^{qx} > p .$$

Multiplying by $e^{-qx}$ gives $q\,e^{-px} + (p-q) > p\,e^{-qx}$, which is $f(x)<1$ after rearrangement. The lemma `curve_lt` follows the same route: `h1` and `h2` are the two tangent inequalities, `key` is their weighted sum, and `h5` to `h8` handle the multiplication by $e^{-qx}$.

Since $E(r_0)$ is negative, multiplying it by a number below one gives something larger, so $E(r) = E(r_0)f(x) > E(r_0)$. The final lines of `second_moment_equilibrium` do this, taking the sign of $E(r_0)$ from the energy formula and the positivity of $C$. The latter is `cohesion_pos`, and holds because $q/p<1$ and the other factors are positive.

## Collecting the powers of coordination

From $R = (q/p)T$,

$$E(r_0) = -\Bigl(1-\frac qp\Bigr)\sqrt z\,B\,e^{-qr_0} .$$

The definition of $r_0$ gives

$$e^{-qr_0} = \Bigl(\frac{pA\sqrt z}{qB}\Bigr)^{-q/(p-q)} = \Bigl(\frac{pA}{qB}\Bigr)^{-q/(p-q)} z^{-q/(2(p-q))} .$$

Together with the factor $\sqrt z$, the exponent of $z$ becomes

$$\frac12 - \frac{q}{2(p-q)} = \frac{p-2q}{2(p-q)},$$

and the remaining factors are $C$. In `energy_eqDistance` the three facts are `ha` for the ratio of the terms, `he` for the exponential at $r_0$, and `hS` for the powers of $z$.

The sign of this exponent decides the effect of coordination. For $p>2q$ the power of $z$ increases, so additional neighbours lower the energy per atom. For $p=2q$ the equilibrium energy is the same at every coordination, and for $p<2q$ it rises with $z$. The bond length increases in all three cases. The proof of `higher_coordination_favoured_iff` treats the two directions separately: a positive exponent gives a strictly increasing power, and an exponent that is zero or negative gives one that does not increase, which contradicts a strict lowering of the energy.

The two statements about $r_0$ itself come from the logarithm. A larger $z$ gives a larger $\sqrt z$, hence a larger argument of the logarithm, and division by the positive number $p-q$ preserves the order; `eqDistance_strictMonoOn` applies these monotonicity steps in reverse. The logarithm is positive exactly when its argument exceeds one, which gives `eqDistance_pos_iff`.

## Attraction with another power of coordination

The same argument works if the attractive term grows as $z^\alpha$ with $0<\alpha\le1$ in place of $\sqrt z$. Force balance then gives

$$r_0 = \frac{1}{p-q}\,\ln\frac{pA\,z^{1-\alpha}}{qB},$$

the curve $f$ is unchanged, and the equilibrium energy is $-C\,z^{(\alpha p-q)/(p-q)}$ with the same $C$. More neighbours lower the energy when $\alpha p>q$. At $\alpha=1$ the model is an ordinary pair potential: the bond length no longer depends on coordination, and the binding energy is proportional to $z$. The file treats only $\alpha=\tfrac12$, where the bonds lengthen with coordination and the binding energy per atom, which grows only for $p>2q$, then does so more slowly than the number of neighbours.
